# A half-step shift along both axes breaks the threefold symmetry of a hexagonal k mesh

A wavevector is given by its reduced coordinates k_i, its components in a primitive basis of the reciprocal lattice. Two wavevectors are equivalent when they differ by a reciprocal lattice vector, which in these coordinates is a vector G of integers.

```lean
import Mathlib

open Finset

namespace ShiftedMeshSymmetry

noncomputable section

variable {n : Type*} [Fintype n]
```

The type `n` labels the axes. It is finite but otherwise arbitrary, so the general theorems hold in any dimension.

```lean
/-- The point `k`, in reduced coordinates, lies on the mesh with `N` divisions per axis and
shift `s` (in units of the mesh step), up to a reciprocal lattice vector `G`. -/
def OnMesh (N : ℕ) (s k : n → ℝ) : Prop :=
  ∃ m G : n → ℤ, ∀ i, k i = ((m i : ℝ) + s i) / N + G i
```

`OnMesh N s k` is the statement that k is a mesh point: there are integer vectors m and G with

k_i = (m_i + s_i)/N + G_i for every axis i.

Here N is the number of divisions, the same along every axis, and s is the shift in units of the mesh step 1/N. The type `n → ℤ` is an integer vector, and `(m i : ℝ)` is the integer m_i regarded as a real number.

```lean
/-- The linear action of an integer matrix on reduced coordinates. -/
def act (M : Matrix n n ℤ) (k : n → ℝ) : n → ℝ :=
  fun i => ∑ j, (M i j : ℝ) * k j
```

A symmetry operation enters as an integer matrix M, acting by (Mk)_i = Σ_j M_ij k_j. Any integer matrix is allowed, whether or not it is a symmetry of a crystal.

```lean
/-- The shift by half a mesh step along every axis. -/
def halfShift (n : Type*) : n → ℝ := fun _ => 1 / 2
```

This is the shift s = (1/2, …, 1/2).

```lean
/-- The matrix of a threefold rotation of the hexagonal lattice in reduced coordinates, for
reciprocal basis vectors of equal length enclosing 120°. -/
def hexRotation : Matrix (Fin 2) (Fin 2) ℤ := !![0, -1; 1, -1]
```

Lean numbers the two axes 0 and 1. The columns of this matrix say that b₀ goes to b₁ and b₁ goes to −b₀ − b₁, which is a rotation by 120° when the reciprocal basis vectors have equal length and enclose 120°. That geometry is an interpretation; the Lean definition contains only the integer matrix.

## When a matrix keeps the mesh

```lean
/-- An integer matrix acts separately on the mesh index, the shift and the reciprocal
lattice vector of a mesh point. -/
theorem act_mesh_point (M : Matrix n n ℤ) (N : ℕ) (s k : n → ℝ) (m G : n → ℤ)
    (hk : ∀ i, k i = ((m i : ℝ) + s i) / N + G i) (i : n) :
    act M k i = (∑ j, (M i j : ℝ) * m j + act M s i) / N + ∑ j, (M i j : ℝ) * G j := by
  simp only [act]
  rw [← Finset.sum_add_distrib, Finset.sum_div, ← Finset.sum_add_distrib]
  refine Finset.sum_congr rfl fun j _ => ?_
  rw [hk j]
  ring
```

Inserting k = (m + s)/N + G into the linear action gives

Mk = (Mm + Ms)/N + MG.

The proof merges the sums over j into one and compares them term by term; `ring` does the algebra in each term.

```lean
/-- If a matrix changes the shift only by whole mesh steps, it maps the mesh into itself. -/
theorem onMesh_act_of_shift (M : Matrix n n ℤ) (N : ℕ) {s k : n → ℝ} (z : n → ℤ)
    (hz : ∀ i, act M s i = s i + z i) (hk : OnMesh N s k) : OnMesh N s (act M k) := by
  obtain ⟨m, G, hk⟩ := hk
  refine ⟨fun i => ∑ j, M i j * m j + z i, fun i => ∑ j, M i j * G j, fun i => ?_⟩
  rw [act_mesh_point M N s k m G hk i, hz i]
  push_cast
  ring
```

Suppose Ms = s + z with z an integer vector. Then

Mk = ((Mm + z) + s)/N + MG,

which is again a mesh point, with index Mm + z and reciprocal lattice vector MG. `obtain` unpacks m and G from the hypothesis, and `refine` supplies the new pair.

```lean
/-- The unshifted mesh is mapped into itself by every integer matrix. -/
theorem unshifted_mesh_preserved (M : Matrix n n ℤ) (N : ℕ) {k : n → ℝ}
    (hk : OnMesh N (fun _ => 0) k) : OnMesh N (fun _ => 0) (act M k) :=
  onMesh_act_of_shift M N (fun _ => 0) (fun i => by simp [act]) hk
```

For s = 0 we have Ms = 0 = s, so z = 0 works for every M. In two dimensions this is the mesh (i/N, j/N) modulo integers. The theorem says that the mesh is mapped into itself; a singular matrix may send several points to one.

```lean
/-- For `N ≥ 1`, the image of a mesh point lies on the mesh exactly when the matrix changes the
shift by whole mesh steps. -/
theorem onMesh_act_iff (M : Matrix n n ℤ) {N : ℕ} (hN : N ≠ 0) {s k : n → ℝ}
    (hk : OnMesh N s k) :
    OnMesh N s (act M k) ↔ ∃ z : n → ℤ, ∀ i, act M s i = s i + z i := by
  constructor
  · rintro ⟨m', G', h'⟩
    obtain ⟨m, G, hk⟩ := hk
    have hN' : (N : ℝ) ≠ 0 := Nat.cast_ne_zero.mpr hN
    -- multiplying by N clears the denominators
    have key : ∀ x y b c : ℝ, x / N + b = y / N + c → x = y + N * (c - b) := by
      intro x y b c h
      have hx : x / N * N = x := div_mul_cancel₀ x hN'
      have hy : y / N * N = y := div_mul_cancel₀ y hN'
      linear_combination (N : ℝ) * h - hx + hy
    refine ⟨fun i => m' i - ∑ j, M i j * m j + N * (G' i - ∑ j, M i j * G j), fun i => ?_⟩
    have h := key _ _ _ _ ((act_mesh_point M N s k m G hk i).symm.trans (h' i))
    push_cast
    linear_combination h
  · rintro ⟨z, hz⟩
    exact onMesh_act_of_shift M N z hz hk
```

For N ≥ 1, written `N ≠ 0`, the condition is also necessary. If the image of k is a mesh point with integers m′ and G′, then

(Mm + Ms)/N + MG = (m′ + s)/N + G′.

Multiplying by N and solving for Ms gives

Ms = s + z, with z = m′ − Mm + N(G′ − MG),

and z is an integer vector. In the proof, `key` is the multiplication by N, and `linear_combination` confirms that the rearranged equation follows. The condition does not involve k, so for given M, N and s either every mesh point stays on the mesh or every one leaves it.

## The half-step shift

```lean
/-- On the half-shifted mesh with `N ≥ 1`, the image of a mesh point is again a mesh point exactly
when every row of the matrix has an odd sum. -/
theorem halfShift_act_iff (M : Matrix n n ℤ) {N : ℕ} (hN : N ≠ 0) {k : n → ℝ}
    (hk : OnMesh N (halfShift n) k) :
    OnMesh N (halfShift n) (act M k) ↔ ∀ i, Odd (∑ j, M i j) := by
  rw [onMesh_act_iff M hN hk]
  have hs : ∀ i, act M (halfShift n) i = ((∑ j, M i j : ℤ) : ℝ) * (1 / 2) := by
    intro i
    simp only [act, halfShift, Int.cast_sum, Finset.sum_mul]
  constructor
  · rintro ⟨z, hz⟩ i
    have h := hz i
    rw [hs i] at h
    simp only [halfShift] at h
    have h2 : ((∑ j, M i j : ℤ) : ℝ) = ((2 * z i + 1 : ℤ) : ℝ) := by
      push_cast at h ⊢
      linarith
    exact ⟨z i, Int.cast_injective h2⟩
  · intro h
    have h' : ∀ i, ∃ z : ℤ, ∑ j, M i j = 2 * z + 1 := h
    choose z hz using h'
    refine ⟨z, fun i => ?_⟩
    rw [hs i, hz i]
    simp only [halfShift]
    push_cast
    ring
```

Let r_i = Σ_j M_ij be the sum of row i. For the half-step shift (Ms)_i = r_i/2, and the criterion becomes

r_i/2 = 1/2 + z_i, that is, r_i = 2z_i + 1.

So every row sum must be odd. Lean's `Odd` means exactly that such an integer z_i exists. In the reverse direction, `choose` collects the separate integers z_i into one vector.

```lean
/-- The hexagonal rotation sends `(a, b)` to `(-b, a - b)`. -/
theorem act_hexRotation (k : Fin 2 → ℝ) : act hexRotation k = ![-k 1, k 0 - k 1] := by
  ext i
  fin_cases i <;> simp [act, hexRotation, Fin.sum_univ_two, sub_eq_add_neg]
```

Written out, the hexagonal matrix sends (a, b) to (−b, a − b). `fin_cases` checks the two components separately.

```lean
/-- Three successive hexagonal rotations give the identity. -/
theorem hexRotation_cubed : hexRotation ^ 3 = 1 := by
  rw [pow_succ, pow_two]
  ext i j
  fin_cases i <;> fin_cases j <;>
    simp [hexRotation, Matrix.mul_apply, Fin.sum_univ_succ]
```

Multiplying the matrix by itself gives rows (−1, 1) and (−1, 0), and a third factor gives the identity, as a threefold rotation requires.

```lean
/-- The hexagonal rotation sends every point `((i + 1/2)/N, (j + 1/2)/N)` off the
half-shifted mesh, for every `N ≥ 1`. -/
theorem hexRotation_leaves_shifted_mesh {N : ℕ} (hN : N ≠ 0) (i j : ℤ) :
    ¬ OnMesh N (halfShift (Fin 2))
      (act hexRotation ![((i : ℝ) + 1 / 2) / N, ((j : ℝ) + 1 / 2) / N]) := by
  have hk : OnMesh N (halfShift (Fin 2))
      ![((i : ℝ) + 1 / 2) / N, ((j : ℝ) + 1 / 2) / N] := by
    refine ⟨![i, j], fun _ => 0, fun l => ?_⟩
    fin_cases l <;> simp [halfShift]
  rw [halfShift_act_iff hexRotation hN hk]
  intro h
  -- the second row of the rotation has the even sum 1 - 1
  have h1 := h 1
  have e : ∑ l, hexRotation 1 l = 0 := by simp [hexRotation, Fin.sum_univ_two]
  rw [e] at h1
  exact absurd h1 (by decide)
```

The row sums of the rotation are −1 and 0. The second is even, so the criterion fails and every half-shifted point leaves the mesh. The direct calculation shows the same thing:

((i + 1/2)/N, (j + 1/2)/N) ↦ (−(j + 1/2)/N, (i − j)/N).

The half steps cancel in the second component. N times that component is an integer, whereas on the shifted mesh it would be an integer plus 1/2, and adding a reciprocal lattice vector changes it only by a multiple of N. The Lean proof first shows that the starting point is on the mesh, with index (i, j) and G = 0, then applies the row-sum criterion and finds that 0 would have to be odd. For N = 1 the mesh is the single point (1/2, 1/2) modulo integers, and its image (−1/2, 0) is not equivalent to it.

## Two shifted meshes that survive

```lean
/-- The fourfold rotation `(a, b) ↦ (-b, a)` of the square lattice maps the half-shifted mesh
into itself. -/
theorem square_rotation_preserves_shifted_mesh (N : ℕ) {k : Fin 2 → ℝ}
    (hk : OnMesh N (halfShift (Fin 2)) k) :
    OnMesh N (halfShift (Fin 2)) (act !![0, -1; 1, 0] k) := by
  refine onMesh_act_of_shift _ N ![-1, 0] (fun i => ?_) hk
  fin_cases i <;> norm_num [act, halfShift, Fin.sum_univ_two]
```

The fourfold rotation has row sums −1 and 1, both odd. Explicitly, (1/2, 1/2) goes to (−1/2, 1/2), which is the original shift plus (−1, 0). The half-step shift is therefore compatible with this rotation of the square lattice.

```lean
/-- The hexagonal rotation maps the mesh shifted by `(1/3, 2/3)` of a step into itself. -/
theorem hexRotation_preserves_third_shift (N : ℕ) {k : Fin 2 → ℝ}
    (hk : OnMesh N ![1 / 3, 2 / 3] k) :
    OnMesh N ![1 / 3, 2 / 3] (act hexRotation k) := by
  refine onMesh_act_of_shift _ N ![-1, -1] (fun i => ?_) hk
  rw [act_hexRotation]
  fin_cases i <;> norm_num

end

end ShiftedMeshSymmetry
```

A hexagonal mesh can also be shifted without losing the threefold rotation: in the 120° basis, (1/3, 2/3) goes to (−2/3, −1/3), which is the original shift plus (−1, −1). The coordinates depend on the basis: for reciprocal basis vectors enclosing 60°, a shift with this property is (1/3, 1/3). Inversion k ↦ −k does not keep this mesh, since −2s = (−2/3, −4/3) is not an integer vector.

```lean
#print axioms ShiftedMeshSymmetry.hexRotation_cubed
-- 'ShiftedMeshSymmetry.hexRotation_cubed' depends on axioms: [propext, Classical.choice, Quot.sound]
#print axioms ShiftedMeshSymmetry.hexRotation_leaves_shifted_mesh
-- 'ShiftedMeshSymmetry.hexRotation_leaves_shifted_mesh' depends on axioms: [propext, Classical.choice, Quot.sound]
#print axioms ShiftedMeshSymmetry.square_rotation_preserves_shifted_mesh
-- 'ShiftedMeshSymmetry.square_rotation_preserves_shifted_mesh' depends on axioms: [propext, Classical.choice, Quot.sound]
#print axioms ShiftedMeshSymmetry.hexRotation_preserves_third_shift
-- 'ShiftedMeshSymmetry.hexRotation_preserves_third_shift' depends on axioms: [propext, Classical.choice, Quot.sound]
```

## Symmetry reduction in a band-structure code

In electronic-structure calculations that sample the Brillouin zone on a finite uniform mesh with equal divisions, the criterion decides whether a rotation can be used to map mesh points onto each other; it says nothing about the size of the sampling error. A code that reduces the mesh to symmetry-inequivalent points can compute Ms − s for each rotation matrix M, written in the reciprocal basis, and test, within a rounding tolerance, whether all components are integers. If the test fails, that rotation by itself takes every mesh point off the mesh, so it relates no two mesh points; where the rotation combined with time reversal is a symmetry of the system, that combination acts on k as −M and has to be tested separately.

The half-step shift can enter through the choice of N alone. The Monkhorst–Pack coordinates (2r − N − 1)/(2N), with r = 1, …, N, include zero for odd N but form a half-shifted mesh for even N. On a hexagonal lattice a Γ-centred mesh, with s = 0, keeps the threefold rotation for either parity.
